# Spin stiffness of the uniform electron gas with exchange and a given correlation curvature

With kinetic energy alone, the unpolarised uniform electron gas resists spin polarisation at every density. Adding exchange, still without correlation, makes it unstable to uniform spin polarisation at low density. The curvature of the energy at zero polarisation detects this instability but does not settle which state is lower: in the exchange-only model, a gas that is stable against small uniform polarisations can still lie above the fully polarised one. The problems below compute this curvature, here called the spin stiffness, and compare the two tests.

Let \(n\) be the density, \(k_F=(3\pi^2n)^{1/3}\) the Fermi wavevector of the unpolarised gas, and \(z\) the polarisation, so that the spin densities are \(n(1\pm z)/2\). The density stays fixed while \(z\) varies. In Hartree atomic units the energy per electron is taken to be

\[
E(z)=\frac{3k_F^2}{20}S_{5/3}(z)-\frac{3k_F}{8\pi}S_{4/3}(z)+C(z),
\]

with \(S_p(z)=(1+z)^p+(1-z)^p\). The first two terms are the kinetic and exchange energies of filled Fermi spheres in a neutralising background; this expression is the starting point and is not derived from a Hamiltonian. The function \(C\) is the correlation energy, left unspecified. We also need \(D_q(z)=(1+z)^q-(1-z)^q\).

```lean
import Mathlib

open Real Filter Topology

namespace ElectronGasSpinStiffness

noncomputable section
```

In Lean, \(S_p\), \(D_q\) and \(E\) are `spinSum`, `spinDiff` and `energy`, all defined for real arguments; the physical range is \(-1\le z\le1\).

```lean
/-- Sum of the `p`-th powers of the relative spin densities `1 + z` and `1 - z`,
for polarisation `z` between `-1` and `1`. -/
def spinSum (p z : ℝ) : ℝ := (1 + z) ^ p + (1 - z) ^ p

/-- Difference of the `q`-th powers of the relative spin densities `1 + z` and `1 - z`,
for polarisation `z` between `-1` and `1`. -/
def spinDiff (q z : ℝ) : ℝ := (1 + z) ^ q - (1 - z) ^ q

/-- Energy per electron (Hartree units) of the uniform gas at polarisation `z`:
kinetic energy, exchange energy and a correlation energy `C z`. -/
def energy (kF : ℝ) (C : ℝ → ℝ) (z : ℝ) : ℝ :=
  3 * kF ^ 2 / 20 * spinSum (5 / 3) z - 3 * kF / (8 * π) * spinSum (4 / 3) z + C z
```

The next two definitions only name expressions. Parts (d) and (g) show what they mean.

```lean
/-- The spin stiffness for Fermi wavevector `kF ≠ 0` and correlation curvature `a`. -/
def spinStiffness (kF a : ℝ) : ℝ :=
  kF ^ 2 / 3 * (1 - 1 / (π * kF) + 3 * a / kF ^ 2)

/-- The Fermi wavevector `5 / (2π(1 + 2^(1/3)))`. -/
def blochKF : ℝ := 5 / (2 * π * (1 + (2 : ℝ) ^ (1 / 3 : ℝ)))
```

## (a) Slope of a sum of powers

Show that for \(-1<z<1\)

\[
S_p'(z)=p\,D_{p-1}(z).
\]

**Solution.** Both bases are positive, so the power rule holds for every real \(p\). The inner derivatives are \(+1\) and \(-1\), giving \(p(1+z)^{p-1}-p(1-z)^{p-1}\).

`HasDerivAt f m z` says that `f` is differentiable at `z` with derivative `m`. In the proof, `h1` and `h2` are the inner derivatives, `e1` and `e2` keep the bases away from zero, and `rpow_const` is the power rule.

```lean
/-- At partial polarisation, the derivative of the sum of `p`-th powers of the spin
densities is `p` times the difference of their `(p-1)`-th powers. -/
theorem hasDerivAt_spinSum (p : ℝ) {z : ℝ} (hz : -1 < z) (hz' : z < 1) :
    HasDerivAt (spinSum p) (p * spinDiff (p - 1) z) z := by
  have h1 : HasDerivAt (fun y : ℝ => 1 + y) 1 z := (hasDerivAt_id' z).const_add 1
  have h2 : HasDerivAt (fun y : ℝ => 1 - y) (-1) z := (hasDerivAt_id' z).const_sub 1
  have e1 : 1 + z ≠ 0 := (by linarith : (0 : ℝ) < 1 + z).ne'
  have e2 : 1 - z ≠ 0 := (by linarith : (0 : ℝ) < 1 - z).ne'
  have h := (h1.rpow_const (p := p) (Or.inl e1)).fun_add
    (h2.rpow_const (p := p) (Or.inl e2))
  exact h.congr_deriv (by unfold spinDiff; ring)
```

## (b) Slope of a difference of powers at zero

Show that

\[
D_q'(0)=2q.
\]

**Solution.** Differentiating gives \(q(1+z)^{q-1}+q(1-z)^{q-1}\), because the inner minus sign cancels the outer one. At \(z=0\) both powers equal 1.

The Lean proof follows the same route, with `Real.one_rpow` evaluating the powers of 1.

```lean
/-- At zero polarisation the difference of `q`-th powers of the relative spin densities has
derivative `2q` in the polarisation. -/
theorem hasDerivAt_spinDiff_zero (q : ℝ) : HasDerivAt (spinDiff q) (2 * q) 0 := by
  have h1 : HasDerivAt (fun y : ℝ => 1 + y) 1 0 := (hasDerivAt_id' 0).const_add 1
  have h2 : HasDerivAt (fun y : ℝ => 1 - y) (-1) 0 := (hasDerivAt_id' 0).const_sub 1
  have e1 : (1 : ℝ) + 0 ≠ 0 := by norm_num
  have e2 : (1 : ℝ) - 0 ≠ 0 := by norm_num
  have h := (h1.rpow_const (p := q) (Or.inl e1)).fun_sub
    (h2.rpow_const (p := q) (Or.inl e2))
  exact h.congr_deriv (by simp only [add_zero, sub_zero, Real.one_rpow]; ring)
```

## (c) Slope of the energy

Let \(-1<z<1\) and let \(C\) have slope \(c\) at \(z\). Show that

\[
E'(z)=\frac{k_F^2}{4}D_{2/3}(z)-\frac{k_F}{2\pi}D_{1/3}(z)+c.
\]

**Solution.** Apply (a) with \(p=5/3\) and \(p=4/3\). The prefactors become \(\frac{3k_F^2}{20}\cdot\frac53=\frac{k_F^2}{4}\) and \(\frac{3k_F}{8\pi}\cdot\frac43=\frac{k_F}{2\pi}\), and \(C\) contributes \(c\).

In Lean, `h5` and `h4` are the two uses of (a), and the final `ring` checks the prefactors.

```lean
/-- The slope of the energy in the polarisation, at any partial polarisation where the
correlation energy has slope `c`. -/
theorem hasDerivAt_energy (kF : ℝ) {C : ℝ → ℝ} {c z : ℝ} (hz : -1 < z) (hz' : z < 1)
    (hC : HasDerivAt C c z) :
    HasDerivAt (energy kF C)
      (kF ^ 2 / 4 * spinDiff (2 / 3) z - kF / (2 * π) * spinDiff (1 / 3) z + c) z := by
  have h5 := hasDerivAt_spinSum (5 / 3) hz hz'
  have h4 := hasDerivAt_spinSum (4 / 3) hz hz'
  rw [show (5 / 3 : ℝ) - 1 = 2 / 3 by norm_num] at h5
  rw [show (4 / 3 : ℝ) - 1 = 1 / 3 by norm_num] at h4
  have h := ((h5.const_mul (3 * kF ^ 2 / 20)).fun_sub
    (h4.const_mul (3 * kF / (8 * π)))).fun_add hC
  exact h.congr_deriv (by ring)
```

## (d) Curvature at zero polarisation

Let \(k_F>0\), let \(C\) be differentiable near 0, and let \(C'\) have derivative \(a\) at 0. Show that

\[
E''(0)=\frac{k_F^2}{3}\left(1-\frac{1}{\pi k_F}+\frac{3a}{k_F^2}\right).
\]

**Solution.** Near 0, (c) holds with \(c=C'(z)\). Differentiate it at 0 using (b):

\[
E''(0)=\frac{k_F^2}{4}\cdot\frac43-\frac{k_F}{2\pi}\cdot\frac23+a
=\frac{k_F^2}{3}-\frac{k_F}{3\pi}+a.
\]

Taking out \(k_F^2/3\) gives the target.

The number \(a\) is what correlation adds to the curvature; here it is an input. Suppose also that \(C'(0)=0\), as spin-flip symmetry gives for a differentiable \(C\). Then a weak field \(B\) coupling as \(-\mu_BBz\) per electron, with \(\mu_B\) the Bohr magneton, induces \(z\approx\mu_BB/E''(0)\) when \(E''(0)>0\), so the spin susceptibility, the magnetisation divided by \(B\), is \(n\mu_B^2/E''(0)\); this reading is physical interpretation, and the theorem itself concerns only the derivative. A Kohn–Sham calculation with a local spin-density functional takes only the exchange and correlation part of this curvature, \(-k_F/(3\pi)+a\), from the uniform gas; the kinetic part comes from the orbitals.

The quantifier `∀ᶠ z in 𝓝 0` means "for all \(z\) in some neighbourhood of 0". The conclusion includes differentiability of the energy there, because Lean's `deriv` returns 0 where no derivative exists. The proof establishes the slope formula on a neighbourhood (`hs`), differentiates it (`h`), and transfers the result to `deriv (energy kF C)`, which agrees with the formula near 0.

```lean
/-- For `kF > 0`, if the correlation energy is differentiable near zero polarisation and has second
derivative `a` at zero, then the energy is differentiable near zero and its second derivative at
zero is `spinStiffness kF a`. -/
theorem energy_second_derivative {kF a : ℝ} (hk : 0 < kF) {C : ℝ → ℝ}
    (hC : ∀ᶠ z in 𝓝 (0 : ℝ), DifferentiableAt ℝ C z) (hC2 : HasDerivAt (deriv C) a 0) :
    (∀ᶠ z in 𝓝 (0 : ℝ), DifferentiableAt ℝ (energy kF C) z) ∧
      HasDerivAt (deriv (energy kF C)) (spinStiffness kF a) 0 := by
  -- the slope formula holds on a whole neighbourhood of zero polarisation
  have hs : ∀ᶠ z in 𝓝 (0 : ℝ), HasDerivAt (energy kF C)
      (kF ^ 2 / 4 * spinDiff (2 / 3) z - kF / (2 * π) * spinDiff (1 / 3) z + deriv C z) z := by
    have hI : Set.Ioo (-1 : ℝ) 1 ∈ 𝓝 (0 : ℝ) := Ioo_mem_nhds (by norm_num) (by norm_num)
    filter_upwards [hC, hI] with z h1 h2
    exact hasDerivAt_energy kF h2.1 h2.2 h1.hasDerivAt
  refine ⟨hs.mono fun z h => h.differentiableAt, ?_⟩
  -- differentiate the slope once more at zero
  have h := (((hasDerivAt_spinDiff_zero (2 / 3)).const_mul (kF ^ 2 / 4)).fun_sub
    ((hasDerivAt_spinDiff_zero (1 / 3)).const_mul (kF / (2 * π)))).fun_add hC2
  have h' := h.congr_of_eventuallyEq (hs.mono fun z h => h.deriv)
  refine h'.congr_deriv ?_
  have hp := Real.pi_ne_zero
  have hk' := hk.ne'
  unfold spinStiffness
  field_simp
  ring
```

## (e) Local stability of the unpolarised gas

Keep the assumptions of (d) and add \(C'(0)=0\), which spin-flip symmetry gives for a differentiable \(C\). Show that

\[
E''(0)>0\Rightarrow z=0\text{ is a local minimum},\qquad
E''(0)<0\Rightarrow z=0\text{ is a local maximum}.
\]

**Solution.** Since \(D_q(0)=0\), part (c) gives \(E'(0)=C'(0)=0\). If \(E''(0)>0\), then \(E'\) is negative just left of 0 and positive just right of it, so \(E\) falls and then rises. For \(E''(0)<0\) the signs are reversed. Zero curvature is left undecided.

Lean assumes `deriv C 0 = 0` directly, without deriving it from symmetry. `h1` is the vanishing slope, and Mathlib's second-derivative tests do the rest.

```lean
/-- If the correlation energy is stationary at zero polarisation, the unpolarised gas is a
local energy minimum for positive spin stiffness and a local maximum for negative. -/
theorem unpolarised_stability {kF a : ℝ} (hk : 0 < kF) {C : ℝ → ℝ}
    (hC : ∀ᶠ z in 𝓝 (0 : ℝ), DifferentiableAt ℝ C z) (hC1 : deriv C 0 = 0)
    (hC2 : HasDerivAt (deriv C) a 0) :
    (0 < spinStiffness kF a → IsLocalMin (energy kF C) 0) ∧
      (spinStiffness kF a < 0 → IsLocalMax (energy kF C) 0) := by
  obtain ⟨hd, h2⟩ := energy_second_derivative hk hC hC2
  have h1 : deriv (energy kF C) 0 = 0 := by
    rw [(hasDerivAt_energy kF (by norm_num) (by norm_num)
      hC.self_of_nhds.hasDerivAt).deriv, hC1]
    simp [spinDiff]
  have hc := hd.self_of_nhds.continuousAt
  exact ⟨fun h => isLocalMin_of_deriv_deriv_pos (by rw [h2.deriv]; exact h) h1 hc,
    fun h => isLocalMax_of_deriv_deriv_neg (by rw [h2.deriv]; exact h) h1 hc⟩
```

## (f) Sign of the stiffness without correlation

Set \(a=0\) and \(k_F>0\). Show that

\[
E''(0)>0\iff k_F>\frac1\pi.
\]

**Solution.** The formula in (d) becomes \(\frac{k_F}{3}\left(k_F-\frac1\pi\right)\), whose first factor is positive.

This factorisation is `e` in the proof; the last line removes the positive factor.

```lean
/-- Without correlation the spin stiffness is positive exactly when `kF > 1/π`. -/
theorem exchange_stiffness_pos_iff {kF : ℝ} (hk : 0 < kF) :
    0 < spinStiffness kF 0 ↔ 1 / π < kF := by
  have e : spinStiffness kF 0 = kF / 3 * (kF - 1 / π) := by
    have hp := Real.pi_ne_zero
    have hk' := hk.ne'
    unfold spinStiffness
    field_simp
    ring
  rw [e, mul_pos_iff_of_pos_left (by positivity), sub_pos]
```

## (g) Full polarisation against none

Set \(C=0\) and \(k_F>0\). Show that

\[
E(1)<E(0)\iff k_F<k_*,\qquad k_*=\frac{5}{2\pi(1+2^{1/3})}.
\]

**Solution.** Write \(t=2^{1/3}\), so \(2^{5/3}=2t^2\) and \(2^{4/3}=2t\). Then

\[
E(1)=\frac{3k_F^2t^2}{10}-\frac{3k_Ft}{4\pi},\qquad
E(0)=\frac{3k_F^2}{10}-\frac{3k_F}{4\pi},
\]

\[
E(1)-E(0)=\frac{3k_F}{10}(t-1)\left(k_F(1+t)-\frac{5}{2\pi}\right).
\]

As \(t>1\), the last bracket decides the sign.

This is the exchange-only Bloch criterion as a comparison of two states; partial polarisations are not compared. In Lean, \(k_*\) is `blochKF`, `h53` and `h43` rewrite the powers of 2, `key` is the factorised difference, and `hpre` is the positivity of the prefactor.

```lean
/-- Without correlation the fully polarised gas has lower energy than the unpolarised gas
exactly when `kF < 5 / (2π(1 + 2^(1/3)))`. -/
theorem bloch_transition {kF : ℝ} (hk : 0 < kF) :
    energy kF (fun _ => 0) 1 < energy kF (fun _ => 0) 0 ↔ kF < blochKF := by
  have h53 : (2 : ℝ) ^ (5 / 3 : ℝ) = 2 * ((2 : ℝ) ^ (1 / 3 : ℝ)) ^ 2 := by
    rw [show (5 / 3 : ℝ) = 1 + 1 / 3 + 1 / 3 by norm_num, Real.rpow_add two_pos,
      Real.rpow_add two_pos, Real.rpow_one]
    ring
  have h43 : (2 : ℝ) ^ (4 / 3 : ℝ) = 2 * (2 : ℝ) ^ (1 / 3 : ℝ) := by
    rw [show (4 / 3 : ℝ) = 1 + 1 / 3 by norm_num, Real.rpow_add two_pos, Real.rpow_one]
  have ht : 1 < (2 : ℝ) ^ (1 / 3 : ℝ) := Real.one_lt_rpow (by norm_num) (by norm_num)
  have z5 : (0 : ℝ) ^ (5 / 3 : ℝ) = 0 := Real.zero_rpow (by norm_num)
  have z4 : (0 : ℝ) ^ (4 / 3 : ℝ) = 0 := Real.zero_rpow (by norm_num)
  have h2 : (1 : ℝ) + 1 = 2 := by norm_num
  rw [blochKF, ← div_div, lt_div_iff₀ (by positivity)]
  -- the energy difference factorises
  have key : energy kF (fun _ => 0) 1 - energy kF (fun _ => 0) 0 =
      3 * kF / 10 * ((2 : ℝ) ^ (1 / 3 : ℝ) - 1) *
        (kF * (1 + (2 : ℝ) ^ (1 / 3 : ℝ)) - 5 / (2 * π)) := by
    simp only [energy, spinSum, add_zero, sub_zero, sub_self, Real.one_rpow, h2, h53, h43,
      z5, z4]
    generalize (2 : ℝ) ^ (1 / 3 : ℝ) = t
    ring
  have hpre : 0 < 3 * kF / 10 * ((2 : ℝ) ^ (1 / 3 : ℝ) - 1) :=
    mul_pos (by positivity) (sub_pos.mpr ht)
  constructor
  · intro h
    by_contra hc
    have := mul_nonneg hpre.le (sub_nonneg.mpr (not_lt.mp hc))
    linarith
  · intro h
    have := mul_neg_of_pos_of_neg hpre (sub_neg.mpr h)
    linarith
```

## (h) Order of the two thresholds

Show that

\[
\frac1\pi<k_*.
\]

**Solution.** With \(t=2^{1/3}\) as before, \(t^3=2<\frac{27}{8}\), so \(t<\frac32\) and \(1+t<\frac52\). Hence \(k_*=\frac{5}{2\pi(1+t)}>\frac1\pi\).

Lean obtains `ht`, the bound on \(t\), by contradiction: \(t\ge\frac32\) would give \(t^3\ge\frac{27}{8}\).

```lean
/-- The wavevector `1/π` lies below `5 / (2π(1 + 2^(1/3)))`. -/
theorem inv_pi_lt_blochKF : 1 / π < blochKF := by
  have h3 : ((2 : ℝ) ^ (1 / 3 : ℝ)) ^ 3 = 2 := by
    rw [← Real.rpow_natCast, ← Real.rpow_mul (by norm_num)]
    norm_num
  have ht : (2 : ℝ) ^ (1 / 3 : ℝ) < 3 / 2 := by
    by_contra hc
    have := pow_le_pow_left₀ (by norm_num) (not_lt.mp hc) 3
    rw [h3] at this
    norm_num at this
  rw [blochKF, ← div_div, lt_div_iff₀ (by positivity),
    show 5 / (2 * π) = 1 / π * (5 / 2) by ring]
  exact mul_lt_mul_of_pos_left (by linarith) (by positivity)
```

## (i) A local minimum above the polarised state

Set \(C=0\). Show that

\[
\frac1\pi<k_F<k_*\;\Rightarrow\; z=0\text{ is a local minimum and }E(1)<E(0).
\]

**Solution.** The lower bound makes \(k_F\) positive and, by (f), the curvature positive. The zero function has zero slope and curvature, so (e) gives the local minimum. The upper bound and (g) give the energy inequality. By (h) the window is not empty.

Within this exchange-only model, a positive stiffness therefore does not show that the unpolarised gas has the lowest energy. The Lean proof supplies the derivatives of the zero function and combines the earlier theorems in the same way.

```lean
/-- Without correlation, for `kF` between `1/π` and `5 / (2π(1 + 2^(1/3)))` the unpolarised
gas is a local energy minimum although the fully polarised gas has lower energy. -/
theorem metastable_window {kF : ℝ} (h1 : 1 / π < kF) (h2 : kF < blochKF) :
    IsLocalMin (energy kF (fun _ => 0)) 0 ∧
      energy kF (fun _ => 0) 1 < energy kF (fun _ => 0) 0 := by
  have hk : 0 < kF := lt_trans (by positivity) h1
  have hC2 : HasDerivAt (deriv (fun _ : ℝ => (0 : ℝ))) 0 0 := by
    rw [deriv_const']
    exact hasDerivAt_const _ _
  exact ⟨(unpolarised_stability hk (Eventually.of_forall fun _ => differentiableAt_const _)
    (deriv_const _ _) hC2).1 ((exchange_stiffness_pos_iff hk).mpr h1),
    (bloch_transition hk).mpr h2⟩

end

end ElectronGasSpinStiffness
```

```lean
#print axioms ElectronGasSpinStiffness.exchange_stiffness_pos_iff
#print axioms ElectronGasSpinStiffness.inv_pi_lt_blochKF
#print axioms ElectronGasSpinStiffness.metastable_window
```

```
'ElectronGasSpinStiffness.exchange_stiffness_pos_iff' depends on axioms: [propext, Classical.choice, Quot.sound]
'ElectronGasSpinStiffness.inv_pi_lt_blochKF' depends on axioms: [propext, Classical.choice, Quot.sound]
'ElectronGasSpinStiffness.metastable_window' depends on axioms: [propext, Classical.choice, Quot.sound]
```
